# The dispersion relation of the monatomic chain with nearest-neighbour springs: $m w^2 = 4K\sin^2(qa/2)$

## Question

If I set up a travelling wave on a chain of masses and springs and choose the wave number and the frequency independently, the wave in general does not solve the equations of motion. Take atoms of mass $m$, springs of stiffness $K$, lattice constant $a$, wave number $q$ and angular frequency $w$. The elastic-string rule $w = \sqrt{K/m}\,a\,q$ gives $m w^2 = \pi^2 K$ at $qa = \pi$, where neighbouring atoms move in antiphase and the restoring force corresponds to $4K$. The claim I know is this: for $m, K > 0$, amplitude $A \neq 0$ and real $a, q, w$, the displacements $u_n(t) = A\cos(qna - wt)$ satisfy
$$m\,\ddot u_n = K\,(u_{n+1} + u_{n-1} - 2u_n)$$
for all integers $n$ and all real times $t$ if and only if $m w^2 = 4K\sin^2(qa/2)$. How would one state and prove both directions in Lean 4 with Mathlib?

## Answer

### Modelling choices

The chain is infinite and the sites are the integers. A motion is a function `u : ℤ → ℝ → ℝ`, where `u n t` is $u_n(t)$, the displacement of atom $n$ from its rest position, one real number per atom. A configuration at one instant is a function `ℤ → ℝ`, and a force law `F : (ℤ → ℝ) → ℤ → ℝ` takes a configuration and a site and returns the force on that site. The type of `F` excludes friction and external driving, since the force sees neither velocities nor the time.

`ObeysNewton m F u` says that there are functions `v` and `acc` such that, at every site $n$ and time $t$, `v n t` is the time derivative of `u n`, `acc n t` is the time derivative of `v n`, and $m$ times `acc n t` equals the force on $n$ in the configuration at time $t$. Being twice differentiable is therefore part of being a solution.

Two force laws are defined. `nearestForce K` is the right-hand side of your equation. `pairForce s Φ` is
$$F_n = \sum_{p \in s} \Phi_p\,(u_{n+p} + u_{n-p} - 2u_n),$$
where $s$ is a finite set of integer separations and $\Phi_p$ is the stiffness of the springs from $n$ to $n+p$ and to $n-p$. One element $p$ already accounts for both sides, so a set containing $p$ and $-p$ counts those springs twice. The proof for general $s$ is as short as the one for nearest neighbours, and your statement is the case $s = \{1\}$, $\Phi_1 = K$.

`planeWave A a q w` is your wave, `planeWaveVelocity A a q w` is the function $Aw\sin(qna - wt)$, and `maxFrequency m K` is $w_{\max} = 2\sqrt{K/m}$. All parameters are plain real numbers of either sign, with no units attached.

### Derivation by hand

Write $\theta_n(t) = qna - wt$ for the phase, so that $u_n = A\cos\theta_n$ and $\dot\theta_n = -w$.

**Step 1, time derivatives.** The chain rule gives
$$\dot u_n = A\,(-\sin\theta_n)(-w) = Aw\sin\theta_n, \qquad \ddot u_n = Aw\,(\cos\theta_n)(-w) = -w^2 u_n .$$

**Step 2, Newton's law on the wave.** For any force law $F$, the equation $m\ddot u_n = F_n$ becomes $F_n(t) = -m w^2 u_n(t)$, to hold for all $n$ and $t$.

**Step 3, the second difference.** The atoms at $n \pm p$ have phase $\theta_n \pm 2\delta$ with $\delta = pqa/2$. In the sum of the two addition formulas the sine products cancel:
$$\cos(\theta + 2\delta) + \cos(\theta - 2\delta) = 2\cos\theta\cos 2\delta .$$
With $\cos 2\delta = 2\cos^2\delta - 1$,
$$2\cos\theta\cos 2\delta - 2\cos\theta = 4\cos\theta\,(\cos^2\delta - 1) = -4\sin^2\delta\,\cos\theta .$$
Multiplying by $A$,
$$u_{n+p} + u_{n-p} - 2u_n = -4\sin^2(pqa/2)\,u_n .$$
Weighting with $\Phi_p$ and summing over $s$ gives $F_n = -D\,u_n$, where
$$D = 4\sum_{p\in s}\Phi_p\sin^2(pqa/2)$$
depends on neither $n$ nor $t$.

**Step 4, the equivalence.** By steps 2 and 3, the wave is a solution exactly when $-D\,u_n(t) = -m w^2 u_n(t)$ for all $n$ and $t$. If $m w^2 = D$, this holds identically. Conversely, at $n = 0$, $t = 0$ the phase is zero and $u_0(0) = A$, so $DA = m w^2 A$, and $A \neq 0$ gives $m w^2 = D$. For $s = \{1\}$ and $\Phi_1 = K$ we have $D = 4K\sin^2(qa/2)$, which is the claim. No step divided by $m$ or $K$ or used their sign.

**Step 5, consequences for $m, K > 0$.** Since $m\,(\sqrt{K/m})^2 = K$, we have $m\,(w_{\max}|\sin(qa/2)|)^2 = 4K\sin^2(qa/2)$. Cancelling $m$ turns the condition into $|w|^2 = (w_{\max}|\sin(qa/2)|)^2$, and both bases are non-negative, so
$$|w| = w_{\max}\,|\sin(qa/2)| .$$
From $|\sin x| \le 1$ every solution has $|w| \le w_{\max}$. Conversely, let $|w| \le w_{\max}$ and $a \neq 0$. Then $r = |w|/w_{\max}$ lies in $[0,1]$, and $q = (2/a)\arcsin r$ gives $\sin(qa/2) = r$, hence $w_{\max}|\sin(qa/2)| = w_{\max}\,r = |w|$. Finally, $|\sin x| \le |x|$ gives
$$|w| \le 2\sqrt{K/m}\;\frac{|a|\,|q|}{2} = \sqrt{K/m}\,|a|\,|q| .$$

### The file

```lean
import Mathlib

open Real

namespace MonatomicChain

noncomputable section

/-- Newton's equations for a chain of equal masses `m` with displacements `u n t`: every atom
has a velocity and an acceleration, and mass times acceleration equals the force `F` evaluated
on the instantaneous configuration. -/
def ObeysNewton (m : ℝ) (F : (ℤ → ℝ) → ℤ → ℝ) (u : ℤ → ℝ → ℝ) : Prop :=
  ∃ v acc : ℤ → ℝ → ℝ, ∀ (n : ℤ) (t : ℝ),
    HasDerivAt (u n) (v n t) t ∧ HasDerivAt (v n) (acc n t) t ∧
      m * acc n t = F (fun j => u j t) n

/-- Force on atom `n` from nearest-neighbour springs of stiffness `K`. -/
def nearestForce (K : ℝ) (x : ℤ → ℝ) (n : ℤ) : ℝ :=
  K * (x (n + 1) + x (n - 1) - 2 * x n)

/-- Force on atom `n` from springs of stiffness `Φ p` to the atoms `n + p` and `n - p`, summed
over a finite set `s` of separations `p`. -/
def pairForce (s : Finset ℤ) (Φ : ℤ → ℝ) (x : ℤ → ℝ) (n : ℤ) : ℝ :=
  ∑ p ∈ s, Φ p * (x (n + p) + x (n - p) - 2 * x n)

/-- The travelling wave `A cos(q n a - w t)` on a chain of lattice constant `a`. -/
def planeWave (A a q w : ℝ) (n : ℤ) (t : ℝ) : ℝ :=
  A * Real.cos (q * n * a - w * t)

/-- The function `A w sin(q n a - w t)`. -/
def planeWaveVelocity (A a q w : ℝ) (n : ℤ) (t : ℝ) : ℝ :=
  A * w * Real.sin (q * n * a - w * t)

/-- The frequency `2 √(K/m)`. -/
def maxFrequency (m K : ℝ) : ℝ :=
  2 * Real.sqrt (K / m)

/-- The phase `q n a - w t` changes in time at the rate `-w`. -/
theorem phase_hasDerivAt (a q w : ℝ) (n : ℤ) (t : ℝ) :
    HasDerivAt (fun s : ℝ => q * n * a - w * s) (-w) t := by
  have h0 := ((hasDerivAt_id' t).const_mul w).const_sub (q * n * a)
  exact h0.congr_deriv (by ring)

/-- The velocity of atom `n` in the wave is `A w sin(q n a - w t)`. -/
theorem planeWave_hasDerivAt (A a q w : ℝ) (n : ℤ) (t : ℝ) :
    HasDerivAt (planeWave A a q w n) (planeWaveVelocity A a q w n t) t := by
  have h1 : HasDerivAt (fun s : ℝ => A * Real.cos (q * n * a - w * s))
      (A * (-Real.sin (q * n * a - w * t) * -w)) t :=
    (phase_hasDerivAt a q w n t).cos.const_mul A
  exact h1.congr_deriv (by unfold planeWaveVelocity; ring)

/-- The acceleration of atom `n` in the wave is `-w²` times its displacement. -/
theorem planeWaveVelocity_hasDerivAt (A a q w : ℝ) (n : ℤ) (t : ℝ) :
    HasDerivAt (planeWaveVelocity A a q w n) (-w ^ 2 * planeWave A a q w n t) t := by
  have h1 : HasDerivAt (fun s : ℝ => A * w * Real.sin (q * n * a - w * s))
      (A * w * (Real.cos (q * n * a - w * t) * -w)) t :=
    (phase_hasDerivAt a q w n t).sin.const_mul (A * w)
  exact h1.congr_deriv (by unfold planeWave; ring)

/-- For any force law, the wave obeys Newton's equations exactly when the force on every atom
at every time is `-m w²` times its displacement. -/
theorem obeysNewton_planeWave_iff (m : ℝ) (F : (ℤ → ℝ) → ℤ → ℝ) (A a q w : ℝ) :
    ObeysNewton m F (planeWave A a q w) ↔
      ∀ (n : ℤ) (t : ℝ),
        F (fun j => planeWave A a q w j t) n = -(m * w ^ 2) * planeWave A a q w n t := by
  constructor
  · rintro ⟨v, acc, h⟩ n t
    -- derivatives are unique, so velocity and acceleration are those of the wave
    have hv : v n = planeWaveVelocity A a q w n :=
      funext fun s => (h n s).1.unique (planeWave_hasDerivAt A a q w n s)
    have h2 := (h n t).2.1
    rw [hv] at h2
    have hacc : acc n t = -w ^ 2 * planeWave A a q w n t :=
      h2.unique (planeWaveVelocity_hasDerivAt A a q w n t)
    have h3 := (h n t).2.2
    rw [hacc] at h3
    exact h3.symm.trans (by ring)
  · intro h
    refine ⟨planeWaveVelocity A a q w, fun n t => -w ^ 2 * planeWave A a q w n t,
      fun n t => ⟨planeWave_hasDerivAt A a q w n t,
        planeWaveVelocity_hasDerivAt A a q w n t, ?_⟩⟩
    refine Eq.trans ?_ (h n t).symm
    show m * (-w ^ 2 * planeWave A a q w n t) = _
    ring

/-- The second difference of the wave over a separation `p` is `-4 sin²(p q a / 2)` times the
displacement. -/
theorem planeWave_second_difference (A a q w : ℝ) (n p : ℤ) (t : ℝ) :
    planeWave A a q w (n + p) t + planeWave A a q w (n - p) t - 2 * planeWave A a q w n t
      = -4 * Real.sin (p * q * a / 2) ^ 2 * planeWave A a q w n t := by
  have key : ∀ θ δ : ℝ, Real.cos (θ + 2 * δ) + Real.cos (θ - 2 * δ) - 2 * Real.cos θ
      = -4 * Real.sin δ ^ 2 * Real.cos θ := by
    intro θ δ
    rw [Real.cos_add, Real.cos_sub, Real.cos_two_mul]
    linear_combination 4 * Real.cos θ * Real.sin_sq_add_cos_sq δ
  -- the neighbours differ in phase by `± p q a`
  have e1 : q * ((n + p : ℤ) : ℝ) * a - w * t
      = (q * n * a - w * t) + 2 * (p * q * a / 2) := by
    push_cast
    ring
  have e2 : q * ((n - p : ℤ) : ℝ) * a - w * t
      = (q * n * a - w * t) - 2 * (p * q * a / 2) := by
    push_cast
    ring
  unfold planeWave
  rw [e1, e2]
  linear_combination A * key (q * n * a - w * t) (p * q * a / 2)

/-- On the wave, the pair force is `-4 ∑ₚ Φₚ sin²(p q a / 2)` times the displacement. -/
theorem pairForce_planeWave (s : Finset ℤ) (Φ : ℤ → ℝ) (A a q w : ℝ) (n : ℤ) (t : ℝ) :
    pairForce s Φ (fun j => planeWave A a q w j t) n
      = -(4 * ∑ p ∈ s, Φ p * Real.sin (p * q * a / 2) ^ 2) * planeWave A a q w n t := by
  calc pairForce s Φ (fun j => planeWave A a q w j t) n
      = ∑ p ∈ s, (Φ p * Real.sin (p * q * a / 2) ^ 2) * (-4 * planeWave A a q w n t) := by
        unfold pairForce
        refine Finset.sum_congr rfl fun p _ => ?_
        show Φ p * (planeWave A a q w (n + p) t + planeWave A a q w (n - p) t
          - 2 * planeWave A a q w n t) = _
        rw [planeWave_second_difference]
        ring
    _ = -(4 * ∑ p ∈ s, Φ p * Real.sin (p * q * a / 2) ^ 2) * planeWave A a q w n t := by
        rw [← Finset.sum_mul]
        ring

/-- Dispersion relation for springs of finite range: a wave of nonzero amplitude obeys Newton's
equations if and only if `m w² = 4 ∑ₚ Φₚ sin²(p q a / 2)`. -/
theorem dispersion_pair_iff (m : ℝ) (s : Finset ℤ) (Φ : ℤ → ℝ) (A a q w : ℝ) (hA : A ≠ 0) :
    ObeysNewton m (pairForce s Φ) (planeWave A a q w) ↔
      m * w ^ 2 = 4 * ∑ p ∈ s, Φ p * Real.sin (p * q * a / 2) ^ 2 := by
  rw [obeysNewton_planeWave_iff]
  constructor
  · intro h
    -- at `n = 0`, `t = 0` the displacement is the amplitude itself
    have h0 := (pairForce_planeWave s Φ A a q w 0 0).symm.trans (h 0 0)
    have horigin : planeWave A a q w 0 0 = A := by simp [planeWave]
    rw [horigin] at h0
    apply mul_right_cancel₀ hA
    linear_combination h0
  · intro h n t
    rw [pairForce_planeWave, h]

/-- Dispersion relation of the monatomic chain: a wave of nonzero amplitude obeys
`m uₙ'' = K (uₙ₊₁ + uₙ₋₁ - 2 uₙ)` for all `n` and `t` if and only if
`m w² = 4 K sin²(q a / 2)`. -/
theorem dispersion_iff (m K A a q w : ℝ) (hA : A ≠ 0) :
    ObeysNewton m (nearestForce K) (planeWave A a q w) ↔
      m * w ^ 2 = 4 * K * Real.sin (q * a / 2) ^ 2 := by
  -- nearest neighbours are the single separation `p = 1`
  have hF : nearestForce K = pairForce {1} (fun _ => K) := by
    funext x n
    simp [nearestForce, pairForce]
  rw [hF, dispersion_pair_iff m _ _ A a q w hA]
  simp only [Finset.sum_singleton, Int.cast_one, one_mul, mul_assoc]

/-- For positive mass and stiffness, a wave of nonzero amplitude obeys Newton's equations if and
only if `|w| = 2 √(K/m) |sin(q a / 2)|`. -/
theorem frequency_iff (m K A a q w : ℝ) (hm : 0 < m) (hK : 0 < K) (hA : A ≠ 0) :
    ObeysNewton m (nearestForce K) (planeWave A a q w) ↔
      |w| = maxFrequency m K * |Real.sin (q * a / 2)| := by
  rw [dispersion_iff m K A a q w hA]
  unfold maxFrequency
  have hne : m ≠ 0 := hm.ne'
  have hs : Real.sqrt (K / m) ^ 2 = K / m := Real.sq_sqrt (by positivity)
  have hm' : m * Real.sqrt (K / m) ^ 2 = K := by
    rw [hs]
    field_simp
  have hsq : m * (2 * Real.sqrt (K / m) * |Real.sin (q * a / 2)|) ^ 2
      = 4 * K * Real.sin (q * a / 2) ^ 2 := by
    rw [mul_pow, mul_pow, sq_abs]
    linear_combination 4 * Real.sin (q * a / 2) ^ 2 * hm'
  have hX : 0 ≤ 2 * Real.sqrt (K / m) * |Real.sin (q * a / 2)| := by positivity
  constructor
  · intro h
    have h2 : |w| ^ 2 = (2 * Real.sqrt (K / m) * |Real.sin (q * a / 2)|) ^ 2 := by
      rw [sq_abs]
      exact mul_left_cancel₀ hne (h.trans hsq.symm)
    exact (sq_eq_sq₀ (abs_nonneg w) hX).mp h2
  · intro h
    rw [← hsq, ← h, sq_abs]

/-- For positive mass and stiffness, nonzero amplitude and nonzero lattice constant, a real wave
number solving Newton's equations at frequency `w` exists if and only if `|w| ≤ 2 √(K/m)`. -/
theorem exists_wavenumber_iff (m K A a w : ℝ) (hm : 0 < m) (hK : 0 < K) (hA : A ≠ 0)
    (ha : a ≠ 0) :
    (∃ q : ℝ, ObeysNewton m (nearestForce K) (planeWave A a q w)) ↔
      |w| ≤ maxFrequency m K := by
  have hpos : 0 < maxFrequency m K := by
    unfold maxFrequency
    positivity
  constructor
  · rintro ⟨q, h⟩
    rw [frequency_iff m K A a q w hm hK hA] at h
    rw [h]
    exact mul_le_of_le_one_right hpos.le (Real.abs_sin_le_one _)
  · intro h
    -- invert the dispersion relation with the arcsine
    have hne : maxFrequency m K ≠ 0 := hpos.ne'
    have h0 : 0 ≤ |w| / maxFrequency m K := div_nonneg (abs_nonneg w) hpos.le
    have h1 : -1 ≤ |w| / maxFrequency m K := by linarith
    have h2 : |w| / maxFrequency m K ≤ 1 := (div_le_one hpos).mpr h
    have e : ∀ x : ℝ, 2 * x / a * a / 2 = x := fun x => by field_simp
    refine ⟨2 * Real.arcsin (|w| / maxFrequency m K) / a, ?_⟩
    rw [frequency_iff m K A a _ w hm hK hA, e, Real.sin_arcsin h1 h2, abs_of_nonneg h0]
    field_simp

/-- For positive mass and stiffness, a wave of nonzero amplitude that obeys Newton's equations
has `|w| ≤ √(K/m) |a| |q|`. -/
theorem frequency_le_linear (m K A a q w : ℝ) (hm : 0 < m) (hK : 0 < K) (hA : A ≠ 0)
    (h : ObeysNewton m (nearestForce K) (planeWave A a q w)) :
    |w| ≤ Real.sqrt (K / m) * |a| * |q| := by
  rw [frequency_iff m K A a q w hm hK hA] at h
  have h1 : |Real.sin (q * a / 2)| ≤ |q * a / 2| := Real.abs_sin_le_abs
  have h2 : |q * a / 2| = |a| * |q| / 2 := by
    rw [abs_div, abs_mul, abs_two]
    ring
  calc |w| = 2 * Real.sqrt (K / m) * |Real.sin (q * a / 2)| := h
    _ ≤ 2 * Real.sqrt (K / m) * |q * a / 2| :=
        mul_le_mul_of_nonneg_left h1 (by positivity)
    _ = Real.sqrt (K / m) * |a| * |q| := by
        rw [h2]
        ring

end

end MonatomicChain
```

```lean
#print axioms MonatomicChain.dispersion_iff
#print axioms MonatomicChain.exists_wavenumber_iff
#print axioms MonatomicChain.frequency_le_linear
```

```
'MonatomicChain.dispersion_iff' depends on axioms: [propext, Classical.choice, Quot.sound]
'MonatomicChain.exists_wavenumber_iff' depends on axioms: [propext, Classical.choice, Quot.sound]
'MonatomicChain.frequency_le_linear' depends on axioms: [propext, Classical.choice, Quot.sound]
```

### Remarks

#### The statements in words

`dispersion_iff` is your claim: for real $m, K, A, a, q, w$ with the single hypothesis `hA : A ≠ 0`, the wave obeys Newton's equations with nearest-neighbour springs if and only if $m w^2 = 4K\sin^2(qa/2)$. It assumes no sign for $m$ and $K$, so the positive case you asked for is included. `dispersion_pair_iff` is the same equivalence for a finite set $s$ of separations and arbitrary real $\Phi_p$, with right-hand side $D$. For empty $s$ the atoms are free and the condition is $m w^2 = 0$.

The last three theorems add `hm : 0 < m` and `hK : 0 < K` to `hA`. `frequency_iff` restates the condition as $|w| = w_{\max}|\sin(qa/2)|$. `exists_wavenumber_iff` further assumes `ha : a ≠ 0` and says that some real $q$ makes the wave of frequency $w$ a solution if and only if $|w| \le w_{\max}$. For $a = 0$ all atoms move in phase, no spring is stretched and only $w = 0$ works, which is the reason for `ha`. `frequency_le_linear` says that every solution of this form has $|w| \le \sqrt{K/m}\,|a|\,|q|$, so the elastic-string rule of the question is an upper bound on the frequency.

The positivity hypotheses matter here because `Real.sqrt` returns $0$ on negative input: for $K < 0 < m$ the right-hand side of `frequency_iff` would read $|w| = 0$, whereas Newton's equations would also require $\sin(qa/2) = 0$.

The theorems concern one cosine wave with real wave number and zero phase offset on an infinite, classical, one-dimensional chain of equal masses. The linear force law is put in as a definition and is not derived from a potential by expansion about equilibrium. Nothing is stated about general motions being superpositions of such waves, about spatially decaying solutions for $|w| > w_{\max}$, or about springs of infinite range.

For this harmonic, one-dimensional, nearest-neighbour model, the nonzero frequencies $|w|$ are those of the normal modes whose quanta are phonons of energy $\hbar|w|$, and $w_{\max}$ is the fastest oscillation that a time step must resolve in a molecular dynamics run of the same chain; these two readings are standard physics that the file does not check.

#### How the proof follows the derivation

Step 1 is three theorems. `phase_hasDerivAt` gives $\dot\theta_n = -w$. `planeWave_hasDerivAt` applies `.cos` and `.const_mul A` to it, which produces the derivative in the raw chain-rule form $A\,(-\sin\theta_n)(-w)$, and `planeWaveVelocity_hasDerivAt` does the same with `.sin`, ending in $-w^2 u_n$.

Step 2 is `obeysNewton_planeWave_iff`, for arbitrary `F`. On paper one simply inserts $\ddot u_n$. In Lean the forward direction starts from some unknown `v` and `acc`, which have to be identified first. Derivatives are unique, so `v n` agrees with `planeWaveVelocity A a q w n` at every time, and `funext` makes this an equality of functions, `hv`. The equality of functions is what allows the second derivative to be taken: after `rw [hv] at h2`, uniqueness applies again and gives `hacc`. The backward direction supplies the known velocity and acceleration as witnesses.

Step 3 is `planeWave_second_difference`. Its inner statement `key` is the trigonometric identity in $\theta$ and $\delta$. After the rewrites with `Real.cos_add`, `Real.cos_sub` and `Real.cos_two_mul`, left side minus right side is $4\cos\theta\,(\sin^2\delta + \cos^2\delta - 1)$, and that is the multiple of `Real.sin_sq_add_cos_sq δ` handed to `linear_combination`. The equations `e1` and `e2` write the phases at $n \pm p$ as $\theta_n \pm 2\delta$. `pairForce_planeWave` applies the identity term by term with `Finset.sum_congr` and pulls the common factor $-4u_n$ out with `Finset.sum_mul`.

Step 4 is `dispersion_pair_iff`. The term `h 0 0` evaluates the condition at the origin, `horigin` is $u_0(0) = A$, and `mul_right_cancel₀ hA` cancels the amplitude. In `dispersion_iff`, `hF` shows that `nearestForce K` equals `pairForce {1} (fun _ => K)` as functions, and the one-term sum is then simplified.

Step 5 is the remaining three theorems. In `frequency_iff`, `hm'` and `hsq` are the two identities that open the step, `mul_left_cancel₀ hne` cancels $m$, and `sq_eq_sq₀` passes from equal squares to equal non-negative numbers. `exists_wavenumber_iff` uses `Real.abs_sin_le_one` in one direction. In the other it gives the arcsine witness, with `h1` and `h2` placing $r$ in the interval $[-1,1]$ that `Real.sin_arcsin` needs. `frequency_le_linear` is the chain of inequalities built on `Real.abs_sin_le_abs`.

#### A technique to reuse

Explicit time derivatives are conveniently handled as `HasDerivAt` facts. One starts from the innermost function, composes with `.cos`, `.sin`, `.const_mul` and `.const_sub`, accepts whatever form of the derivative these produce, and converts it to the wanted form at the end with `congr_deriv` and `ring`. Differentiability travels with the value, so it needs no separate proof. The companion lemma, used above as `.unique`, turns an equation of motion stated with existentially quantified derivatives into an algebraic condition once the derivatives of the trial solution are known.

#### Easy mistakes

Taking the square root carelessly gives $w = w_{\max}|\sin(qa/2)|$, which is sufficient but not necessary: the equation of motion contains only $w^2$, so $-w$ is a solution whenever $w$ is. The equivalence needs $|w|$ on the left. A second slip is to cancel $u_n(t)$ in step 4 at an unspecified site and time. A cosine has zeros, and at a zero the equation reads $0 = 0$. The quantifier over all $n$ and $t$ lets us pick the origin, where $u = A$. If $A = 0$ were allowed, the chain at rest would solve the equations for every $w$ and $q$, and the forward implication would be false.

#### Another way to model it

One could take a ring of $N$ atoms with periodic boundary conditions, $u_{n+N} = u_n$, as in a simulation cell. With sites in `ZMod N`, the phase $qna$ depends on the integer chosen to represent a site, so the statement would need the extra hypothesis that $qNa$ is an integer multiple of $2\pi$ for the wave to be well defined. The dispersion relation would keep its form, but $q$ would run over a discrete set, and the analogue of `exists_wavenumber_iff` would fail, since only finitely many values of $|w|$ would occur. Indexing by `ℤ` keeps $q$ continuous, and the waves on a ring are those among them that happen to be $N$-periodic.
